# Noise-free σ_xx and σ_xy at N distinct fields fix a Drude spectrum on N known mobilities

A magnetotransport measurement on a multilayer or a narrow-gap semiconductor often sees several kinds of carriers at once. Each contributes to the longitudinal conductivity σ_xx and the Hall conductivity σ_xy, and only the sums are measured. A discrete form of mobility-spectrum analysis puts the possible mobilities on a grid and fits a conductivity to each grid point. Do the data determine those conductivities?

## The response and the number of fields

Let μ_j be N distinct real mobilities, signed by carrier type, and s_j the zero-field conductivity of carriers with mobility μ_j. At field B the Drude sums are

σ_xx(B) = Σ_j s_j / (1 + (μ_j B)²)

σ_xy(B) = Σ_j s_j μ_j B / (1 + (μ_j B)²).

With I the imaginary unit, as in the Lean code, they combine into

S(B) = Σ_j s_j / (1 + I μ_j B) = σ_xx(B) − I σ_xy(B).

If S vanishes at M ≥ N distinct real fields, every s_j is zero, even for complex weights. Two real spectra with equal σ_xx and σ_xy at those fields are therefore equal. For real spectra and distinct positive fields, N ≤ 2M is enough. If N > 2M, some nonzero real spectrum gives no signal at any of the M fields.

## The rank of the fitting matrix

A linear least-squares fit of the spectrum uses a matrix with 2M rows, for σ_xx and σ_xy at each field, and N columns. For independent Drude carriers on a finite grid and distinct positive fields, its columns are linearly independent exactly when N ≤ 2M. On a finer grid, with N > 2M, the matrix has a nonzero null space, and the data equations do not choose between spectra that differ by an element of it. Regularisation or constraints can supply a further criterion.

Take one field B = 1 T and mobilities 1 and 3 m²/(V s). Then

σ_xx = s_1/2 + s_2/10

σ_xy = s_1/2 + 3s_2/10.

Data σ_xx = 2 and σ_xy = 4, in any conductivity unit, give s_2 = 5(4 − 2) = 10 and s_1 = 2(2 − 1) = 2. Now add a third grid point at mobility 2 m²/(V s), which contributes s_3/5 to σ_xx and 2s_3/5 to σ_xy. The spectra (1, 5, 0) and (0, 0, 5) both give σ_xx = 1 and σ_xy = 2, so even non-negative weights need not be unique.

## Clearing denominators and using an imaginary field

For real B the denominator 1 + I μ_j B has real part 1, so it is never zero. Multiplying numerator and denominator by 1 − I μ_j B gives

1 / (1 + I μ_j B) = (1 − I μ_j B) / (1 + (μ_j B)²),

which proves S = σ_xx − I σ_xy for real weights.

Suppose S(B_k) = 0 for all k. If N = 0 there is nothing to prove. Otherwise define

P(x) = Σ_i s_i Π_{l≠i} (1 + I μ_l x).

Its degree is at most N − 1, and

P(B_k) = [Π_l (1 + I μ_l B_k)] S(B_k) = 0.

P thus has at least N distinct roots, so it is the zero polynomial and may be evaluated at any complex x. For μ_j ≠ 0 choose x = I/μ_j. Then

1 + I μ_l x = 1 − μ_l/μ_j = (μ_j − μ_l)/μ_j.

Every term with i ≠ j contains the factor l = j, which is zero. What remains is

0 = s_j Π_{l≠j} (μ_j − μ_l)/μ_j.

The product is nonzero because the mobilities are distinct, so s_j = 0. At most one mobility is zero. Once the other weights have vanished, its term in S(B_k) is just s_j, so this weight vanishes too.

For two real spectra s and t with equal data, apply this to s − t. Moreover, σ_xx is even in B and σ_xy is odd, so agreement at B_k implies agreement at −B_k. M distinct positive fields thus supply 2M distinct fields. Conversely, the map from N real weights to 2M real data is linear, so it has a nonzero kernel when N > 2M.

## The Lean file

```lean
import Mathlib

open Complex Finset

namespace MobilitySpectrum

noncomputable section

variable {ι κ : Type*} [Fintype ι] [Fintype κ]

/-- Complex magnetoconductivity at field `B` of carriers with mobilities `μ j` and
weights `s j`. -/
def complexConductivity (μ : ι → ℝ) (s : ι → ℂ) (B : ℝ) : ℂ :=
  ∑ j, s j / (1 + I * μ j * B)

/-- Longitudinal conductivity at field `B` of carriers with mobilities `μ j` and
zero-field conductivities `s j`. -/
def sigmaXX (μ s : ι → ℝ) (B : ℝ) : ℝ :=
  ∑ j, s j / (1 + (μ j * B) ^ 2)

/-- Hall conductivity at field `B` of carriers with mobilities `μ j` and
zero-field conductivities `s j`. -/
def sigmaXY (μ s : ι → ℝ) (B : ℝ) : ℝ :=
  ∑ j, s j * (μ j * B) / (1 + (μ j * B) ^ 2)

/-- The denominator `1 + i m B` is nonzero for every real mobility and field. -/
theorem denom_ne_zero (m B : ℝ) : (1 + I * m * B : ℂ) ≠ 0 := by
  intro h
  have h' := congrArg Complex.re h
  simp at h'

/-- For real weights the complex magnetoconductivity is `σ_xx - i σ_xy`. -/
theorem complexConductivity_eq (μ s : ι → ℝ) (B : ℝ) :
    complexConductivity μ (fun j => (s j : ℂ)) B = sigmaXX μ s B - I * sigmaXY μ s B := by
  unfold complexConductivity sigmaXX sigmaXY
  push_cast
  rw [Finset.mul_sum, ← Finset.sum_sub_distrib]
  refine Finset.sum_congr rfl fun j _ => ?_
  have h1 := denom_ne_zero (μ j) B
  have h2r : (1 + (μ j * B) ^ 2 : ℝ) ≠ 0 := by positivity
  have h2 : (1 + ((μ j : ℂ) * B) ^ 2) ≠ 0 := by exact_mod_cast h2r
  have h3 : (s j : ℂ) / (1 + ((μ j : ℂ) * B) ^ 2)
      - I * (s j * (μ j * B) / (1 + ((μ j : ℂ) * B) ^ 2))
      = s j * (1 - I * μ j * B) / (1 + ((μ j : ℂ) * B) ^ 2) := by ring
  rw [h3, div_eq_div_iff h1 h2]
  linear_combination (s j : ℂ) * (μ j) ^ 2 * B ^ 2 * I_sq

/-- If the complex magnetoconductivity of carriers with distinct mobilities vanishes at
at least as many distinct fields as there are mobilities, every weight is zero. -/
theorem weights_eq_zero (μ : ι → ℝ) (B : κ → ℝ) (hμ : Function.Injective μ)
    (hB : Function.Injective B) (hcard : Fintype.card ι ≤ Fintype.card κ) (s : ι → ℂ)
    (h : ∀ k, complexConductivity μ s (B k) = 0) : ∀ j, s j = 0 := by
  classical
  have key : ∀ j, μ j ≠ 0 → s j = 0 := by
    intro j hj
    have hj' : (μ j : ℂ) ≠ 0 := by exact_mod_cast hj
    have hpos : 0 < Fintype.card ι := Fintype.card_pos_iff.mpr ⟨j⟩
    -- the response multiplied by all denominators, as a polynomial in the field
    let P : Polynomial ℂ := ∑ i, Polynomial.C (s i) *
      ∏ l ∈ univ.erase i, (Polynomial.C (I * μ l) * Polynomial.X + Polynomial.C 1)
    have hev : ∀ x : ℂ, P.eval x = ∑ i, s i * ∏ l ∈ univ.erase i, (1 + I * μ l * x) := by
      intro x
      simp [P, Polynomial.eval_finsetSum, Polynomial.eval_prod, add_comm]
    have hdeg : P.natDegree ≤ Fintype.card ι - 1 := by
      apply Polynomial.natDegree_sum_le_of_forall_le
      intro i _
      refine (Polynomial.natDegree_C_mul_le _ _).trans
        ((Polynomial.natDegree_prod_le _ _).trans ?_)
      calc _ ≤ ∑ l ∈ univ.erase i, 1 :=
            Finset.sum_le_sum (fun l _ => Polynomial.natDegree_linear_le)
        _ = Fintype.card ι - 1 := by simp [Finset.card_erase_of_mem]
    have aux : ∀ d Q a : ℂ, d ≠ 0 → a * Q = d * Q * (a / d) := by
      intro d Q a hd
      field_simp
    have hroot : ∀ k, P.eval (B k : ℂ) = 0 := by
      intro k
      have hk := h k
      unfold complexConductivity at hk
      rw [hev]
      calc _ = (∏ l, (1 + I * μ l * B k)) * ∑ i, s i / (1 + I * μ i * B k) := by
            rw [Finset.mul_sum]
            refine Finset.sum_congr rfl fun i _ => ?_
            have hp := Finset.mul_prod_erase univ
              (fun l => (1 + I * μ l * B k : ℂ)) (mem_univ i)
            rw [← hp]
            exact aux _ _ _ (denom_ne_zero (μ i) (B k))
        _ = 0 := by rw [hk, mul_zero]
    -- too many roots for its degree
    have hP : P = 0 := Polynomial.eq_zero_of_natDegree_lt_card_of_eval_eq_zero P
      (f := fun k => (B k : ℂ)) (fun a b hab => hB (Complex.ofReal_injective hab))
      hroot (by omega)
    -- the imaginary field `i / μ j` isolates the weight `s j`
    have hf : ∀ l, 1 + I * μ l * (I / μ j) = ((μ j : ℂ) - μ l) / μ j := by
      intro l
      have hc : I / (μ j : ℂ) * μ j = I := div_mul_cancel₀ _ hj'
      rw [eq_div_iff hj']
      linear_combination I * (μ l : ℂ) * hc + (μ l : ℂ) * I_mul_I
    have hsum : ∑ i, s i * ∏ l ∈ univ.erase i, (1 + I * μ l * (I / μ j))
        = s j * ∏ l ∈ univ.erase j, (1 + I * μ l * (I / μ j)) := by
      refine Finset.sum_eq_single j (fun i _ hij => ?_) (by simp)
      rw [Finset.prod_eq_zero (i := j) (mem_erase.mpr ⟨hij.symm, mem_univ _⟩)
        (by rw [hf, sub_self, zero_div]), mul_zero]
    have hprod : ∏ l ∈ univ.erase j, (1 + I * μ l * (I / μ j)) ≠ 0 := by
      refine Finset.prod_ne_zero_iff.mpr fun l hl => ?_
      rw [hf]
      exact div_ne_zero (sub_ne_zero.mpr fun e =>
        (mem_erase.mp hl).1 (hμ (Complex.ofReal_injective e)).symm) hj'
    have hx := hev (I / μ j)
    rw [hsum, hP, Polynomial.eval_zero] at hx
    exact (mul_eq_zero.mp hx.symm).resolve_right hprod
  intro j
  by_cases hj : μ j = 0
  · -- all other mobilities are nonzero, so only `s j` is left in the response
    have hpos : 0 < Fintype.card ι := Fintype.card_pos_iff.mpr ⟨j⟩
    obtain ⟨k⟩ : Nonempty κ := Fintype.card_pos_iff.mp (by omega)
    have hs : complexConductivity μ s (B k) = s j / (1 + I * μ j * B k) := by
      refine Finset.sum_eq_single j (fun i _ hij => ?_) (by simp)
      rw [key i (fun hi => hij (hμ (hi.trans hj.symm))), zero_div]
    rw [h k] at hs
    simpa [hj] using hs.symm
  · exact key j hj

/-- Two real spectra on the same grid of distinct mobilities coincide if their `σ_xx` and
`σ_xy` agree at at least as many distinct fields as there are mobilities. -/
theorem spectrum_unique (μ : ι → ℝ) (B : κ → ℝ) (hμ : Function.Injective μ)
    (hB : Function.Injective B) (hcard : Fintype.card ι ≤ Fintype.card κ) (s t : ι → ℝ)
    (hxx : ∀ k, sigmaXX μ s (B k) = sigmaXX μ t (B k))
    (hxy : ∀ k, sigmaXY μ s (B k) = sigmaXY μ t (B k)) : s = t := by
  funext j
  have h0 := weights_eq_zero μ B hμ hB hcard (fun j => (s j : ℂ) - t j) (fun k => by
    have hsub : complexConductivity μ (fun j => (s j : ℂ) - t j) (B k)
        = complexConductivity μ (fun j => (s j : ℂ)) (B k)
          - complexConductivity μ (fun j => (t j : ℂ)) (B k) := by
      simp only [complexConductivity, sub_div, Finset.sum_sub_distrib]
    rw [hsub, complexConductivity_eq, complexConductivity_eq, hxx k, hxy k, sub_self]) j
  exact Complex.ofReal_injective (sub_eq_zero.mp h0)

/-- For real spectra and distinct positive fields, agreement of `σ_xx` and `σ_xy` already
fixes the spectrum when the number of mobilities is at most twice the number of fields. -/
theorem spectrum_unique_half (μ : ι → ℝ) (B : κ → ℝ) (hμ : Function.Injective μ)
    (hB : Function.Injective B) (hpos : ∀ k, 0 < B k)
    (hcard : Fintype.card ι ≤ 2 * Fintype.card κ) (s t : ι → ℝ)
    (hxx : ∀ k, sigmaXX μ s (B k) = sigmaXX μ t (B k))
    (hxy : ∀ k, sigmaXY μ s (B k) = sigmaXY μ t (B k)) : s = t := by
  -- parity in the field supplies the data at the reversed fields
  have exx : ∀ u b, sigmaXX μ u (-b) = sigmaXX μ u b := by
    intro u b
    simp only [sigmaXX, mul_neg, neg_sq]
  have exy : ∀ u b, sigmaXY μ u (-b) = -sigmaXY μ u b := by
    intro u b
    simp only [sigmaXY, mul_neg, neg_sq, neg_div, Finset.sum_neg_distrib]
  refine spectrum_unique μ (Sum.elim B (fun k => -B k)) hμ ?_ ?_ s t ?_ ?_
  · rintro (a | a) (b | b) h <;> simp only [Sum.elim_inl, Sum.elim_inr] at h
    · rw [hB h]
    · exfalso
      linarith [hpos a, hpos b]
    · exfalso
      linarith [hpos a, hpos b]
    · rw [hB (neg_injective h)]
  · rw [Fintype.card_sum]
    omega
  · rintro (k | k)
    · exact hxx k
    · simp only [Sum.elim_inr, exx, hxx k]
  · rintro (k | k)
    · exact hxy k
    · simp only [Sum.elim_inr, exy, hxy k]

/-- If the number of mobilities exceeds twice the number of fields, some nonzero real
spectrum has `σ_xx = σ_xy = 0` at all of these fields. -/
theorem exists_invisible_spectrum (μ : ι → ℝ) (B : κ → ℝ)
    (hcard : 2 * Fintype.card κ < Fintype.card ι) :
    ∃ s : ι → ℝ, s ≠ 0 ∧ ∀ k, sigmaXX μ s (B k) = 0 ∧ sigmaXY μ s (B k) = 0 := by
  let A : Matrix (κ ⊕ κ) ι ℝ := fun r j =>
    Sum.elim (fun k => 1 / (1 + (μ j * B k) ^ 2))
      (fun k => μ j * B k / (1 + (μ j * B k) ^ 2)) r
  by_contra hno
  -- otherwise the map from spectra to data would be injective
  have hinj : Function.Injective A.mulVecLin := by
    rw [injective_iff_map_eq_zero]
    intro s hs
    by_contra hs0
    refine hno ⟨s, hs0, fun k => ⟨?_, ?_⟩⟩
    · have e : ∑ j, A (Sum.inl k) j * s j = 0 := congrFun hs (Sum.inl k)
      rw [← e]
      refine Finset.sum_congr rfl fun j _ => ?_
      simp only [A, Sum.elim_inl]
      ring
    · have e : ∑ j, A (Sum.inr k) j * s j = 0 := congrFun hs (Sum.inr k)
      rw [← e]
      refine Finset.sum_congr rfl fun j _ => ?_
      simp only [A, Sum.elim_inr]
      ring
  have hle := LinearMap.finrank_le_finrank_of_injective hinj
  rw [Module.finrank_fintype_fun_eq_card, Module.finrank_fintype_fun_eq_card,
    Fintype.card_sum] at hle
  omega

/-- Weights `1` and `-1` at mobilities `m` and `-m` give zero `σ_xx` at every field. -/
theorem sigmaXX_opposite_mobilities (m B : ℝ) : sigmaXX ![m, -m] ![1, -1] B = 0 := by
  simp only [sigmaXX, Fin.sum_univ_two, Matrix.cons_val_zero, Matrix.cons_val_one]
  ring

end

end MobilitySpectrum
```

```lean
#print axioms MobilitySpectrum.spectrum_unique_half
#print axioms MobilitySpectrum.exists_invisible_spectrum
#print axioms MobilitySpectrum.sigmaXX_opposite_mobilities
```

```
'MobilitySpectrum.spectrum_unique_half' depends on axioms: [propext, Classical.choice, Quot.sound]
'MobilitySpectrum.exists_invisible_spectrum' depends on axioms: [propext, Classical.choice, Quot.sound]
'MobilitySpectrum.sigmaXX_opposite_mobilities' depends on axioms: [propext, Classical.choice, Quot.sound]
```

## How the Lean statements encode the physics

The finite types `ι` and `κ` label mobilities and fields, so N is `Fintype.card ι` and M is `Fintype.card κ`. `Function.Injective μ` and `Function.Injective B` say that the mobilities and the fields are distinct. Zero and negative values are allowed, except in `spectrum_unique_half`, where `hpos` requires positive fields. A nonzero weight at zero mobility is a formal field-independent term in σ_xx, since carriers of finite density and zero mobility have no conductivity. The sign convention makes σ_xy positive for positive weight, mobility and field.

In `weights_eq_zero`, `hev` and `hdeg` give the values and degree of P, `hroot` clears the denominators, and `hP` concludes that P = 0. Then `hf` evaluates the factors at the imaginary field, `hsum` isolates one term, and `hprod` shows that its product is nonzero. The final case split treats zero mobility.

`spectrum_unique` applies this to the difference of two spectra, using `complexConductivity_eq`. `spectrum_unique_half` joins the fields to their negatives; positivity keeps the two sets apart. `exists_invisible_spectrum` argues by contradiction: an injective data map would force N ≤ 2M. `sigmaXX_opposite_mobilities` shows that weights 1 and −1 at mobilities m and −m cancel in σ_xx at every field, so σ_xx alone cannot tell the sign of a carrier.

## Exact uniqueness, not stability under noise

The theorems concern exact data and a known grid. They give no bound on how errors in the data grow in the fitted weights, and the fitting matrix can be badly conditioned even when its columns are independent. The Drude sums are definitions here, not consequences of a transport equation: each carrier type has one field-independent mobility, and quantum oscillations are absent. Weights may be negative, and no theorem requires them to be positive.

The mobilities could also have been modelled as unknowns. Two candidate spectra with N carriers each then occupy at most 2N mobilities together. Applying the positive-field result to the combined grid shows that M ≥ N distinct positive fields suffice to fix all carriers of nonzero weight, instead of M ≥ N/2 for a known grid.
